# The zero-temperature Ohmic dephasing factor with exponential cutoff is $(1+W^2t^2)^{-\alpha}$

## Does a bath without thermal noise still dephase a spin?

I set $\hbar=1$ and take a spin with splitting $\varepsilon$ and no tunnelling, coupled to oscillators of frequencies $w_k>0$:

$$H=\tfrac{\varepsilon}{2}\sigma_z+\sum_k w_k b_k^\dagger b_k+\tfrac{\sigma_z}{2}\sum_k g_k(b_k+b_k^\dagger).$$

The couplings $g_k$ are real, $J(w)=\sum_k g_k^2\,\delta(w-w_k)$, and the Ohmic continuum is $J(w)=2\alpha w\,e^{-w/W}$ with cutoff frequency $W$. The bath starts in its vacuum, uncorrelated with the spin.

The golden-rule dephasing rate is zero here, because the bath noise vanishes at zero frequency. Yet $\int J(w)/w^2\,dw$ diverges logarithmically at small $w$, which suggests that coherence is lost completely. Which is right?

## A finite exponent that grows logarithmically

Coherence is lost, but without a constant rate. At each time the exponent is finite, and it equals $\alpha\log(1+W^2t^2)$. For $\alpha>0$ the coherence therefore decays as a power of time.

**From the spin to the integral.** The two spin states drive a mode of frequency $w$ and coupling $g$ with forces $f=\pm g/2$. Its coherent amplitude obeys $\beta'=-i(w\beta+f)$ with $\beta(0)=0$, so

$$\beta(t)=-\frac{f}{w}\left(1-e^{-iwt}\right),\qquad |\beta|^2=\frac{g^2}{2w^2}(1-\cos wt).$$

The phases acquired by the two bath states depend on $f^2$ and cancel. The overlap of the opposite coherent states is $e^{-2|\beta|^2}=\exp[-g^2(1-\cos wt)/w^2]$. Multiplying over modes gives the coherence factor $e^{-\Gamma(t)}$, which scales the magnitude of the spin's off-diagonal density-matrix element. Here

$$\Gamma(t)=\int_0^\infty J(w)\frac{1-\cos wt}{w^2}\,dw=2\alpha I(t),\qquad I(t)=\int_0^\infty e^{-w/W}\frac{1-\cos wt}{w}\,dw.$$

**Convergence.** For $|x|\le2$ we have $1-\cos x\le x^2/2\le|x|$; for $|x|\ge2$ we have $1-\cos x\le2\le|x|$. With $x=wt$, the integrand of $I$ is at most $|t|e^{-w/W}$, which is integrable.

**The sine integral.** Differentiation confirms that

$$A(w)=-\frac{W e^{-w/W}\sin wt+W^2t\,e^{-w/W}\cos wt}{1+W^2t^2}$$

satisfies $A'(w)=e^{-w/W}\sin wt$. Since $A(w)\to0$ as $w\to\infty$,

$$\int_0^\infty e^{-w/W}\sin wt\,dw=-A(0)=\frac{W^2t}{1+W^2t^2}.$$

**The logarithm.** The time derivative of the integrand of $I$ is $e^{-w/W}\sin wt$, bounded by $e^{-w/W}$ for all $t$, so we may differentiate under the integral:

$$I'(t)=\frac{W^2t}{1+W^2t^2}=\frac{d}{dt}\,\tfrac12\log(1+W^2t^2).$$

Both functions vanish at $t=0$, so $I(t)=\tfrac12\log(1+W^2t^2)$ and $e^{-\Gamma(t)}=(1+W^2t^2)^{-\alpha}$.

The Lean file begins with the exponent $\Gamma$ and carries out the calculation from there.

```lean
import Mathlib

open MeasureTheory Set Filter Topology Real

namespace IndependentBoson

noncomputable section

/-- The zero-temperature dephasing exponent of an oscillator bath with spectral density `J`,
initially in its vacuum and uncorrelated with the spin: the integral of `J(w) (1 - cos(wt)) / w²`
over `w > 0`. -/
def dephasingExponent (J : ℝ → ℝ) (t : ℝ) : ℝ :=
  ∫ w in Ioi (0 : ℝ), J w * (1 - cos (w * t)) / w ^ 2

/-- A factor of modulus at most one does not increase an exponential. -/
lemma norm_damped (y : ℝ) {c : ℝ} (hc : |c| ≤ 1) : ‖exp y * c‖ ≤ exp y := by
  rw [Real.norm_eq_abs, abs_mul, abs_of_pos (exp_pos y)]
  exact mul_le_of_le_one_right (exp_pos y).le hc

/-- The exponential cutoff is integrable over `w > 0` when `W > 0`. -/
lemma integrable_cutoff {W : ℝ} (hW : 0 < W) :
    IntegrableOn (fun w : ℝ => exp (-w / W)) (Ioi 0) := by
  have h := exp_neg_integrableOn_Ioi 0 (inv_pos.mpr hW)
  have he : (fun w : ℝ => exp (-w / W)) = fun w => exp (-W⁻¹ * w) := by
    funext w
    rw [show -w / W = -W⁻¹ * w by ring]
  rw [he]
  exact h

/-- For `W > 0` the function `exp(-w/W) sin(wt)` is integrable over `w > 0`. -/
lemma integrable_cutoff_sin {W : ℝ} (hW : 0 < W) (t : ℝ) :
    IntegrableOn (fun w : ℝ => exp (-w / W) * sin (w * t)) (Ioi 0) := by
  have hm : Continuous fun w : ℝ => exp (-w / W) * sin (w * t) := by fun_prop
  exact Integrable.mono' (integrable_cutoff hW) hm.aestronglyMeasurable
    (ae_of_all _ fun w => norm_damped _ (abs_sin_le_one _))

/-- For `W > 0` the integral of `exp(-w/W) sin(wt)` over `w > 0` is `W²t/(1 + W²t²)`. -/
theorem integral_cutoff_sin {W : ℝ} (hW : 0 < W) (t : ℝ) :
    ∫ w in Ioi (0 : ℝ), exp (-w / W) * sin (w * t) = W ^ 2 * t / (1 + W ^ 2 * t ^ 2) := by
  have hD : (1 + W ^ 2 * t ^ 2) * (1 + W ^ 2 * t ^ 2)⁻¹ = 1 :=
    mul_inv_cancel₀ (by positivity)
  have hk : W * W⁻¹ = 1 := mul_inv_cancel₀ hW.ne'
  -- an explicit antiderivative, which vanishes at high frequency
  have hder : ∀ w ∈ Ici (0 : ℝ), HasDerivAt (fun w : ℝ =>
      -W / (1 + W ^ 2 * t ^ 2) * (exp (-w / W) * sin (w * t)) +
      -(W ^ 2 * t) / (1 + W ^ 2 * t ^ 2) * (exp (-w / W) * cos (w * t)))
      (exp (-w / W) * sin (w * t)) w := by
    intro w _
    have he := ((hasDerivAt_id' w).fun_neg.div_const W).exp
    have hs := ((hasDerivAt_id' w).mul_const t).sin
    have hc := ((hasDerivAt_id' w).mul_const t).cos
    refine (((he.fun_mul hs).const_mul _).fun_add ((he.fun_mul hc).const_mul _)).congr_deriv ?_
    linear_combination (exp (-w / W) * (sin (w * t) + W * t * cos (w * t)) *
      (1 + W ^ 2 * t ^ 2)⁻¹) * hk + exp (-w / W) * sin (w * t) * hD
  have hexp : Tendsto (fun w : ℝ => exp (-w / W)) atTop (𝓝 0) := by
    have h := tendsto_exp_neg_atTop_nhds_zero.comp (tendsto_id.atTop_div_const hW)
    refine h.congr fun w => ?_
    simp only [Function.comp_apply, id_eq, neg_div]
  have hs : Tendsto (fun w : ℝ => exp (-w / W) * sin (w * t)) atTop (𝓝 0) :=
    squeeze_zero_norm (fun w => norm_damped _ (abs_sin_le_one _)) hexp
  have hc : Tendsto (fun w : ℝ => exp (-w / W) * cos (w * t)) atTop (𝓝 0) :=
    squeeze_zero_norm (fun w => norm_damped _ (abs_cos_le_one _)) hexp
  have hlim := (hs.const_mul (-W / (1 + W ^ 2 * t ^ 2))).add
    (hc.const_mul (-(W ^ 2 * t) / (1 + W ^ 2 * t ^ 2)))
  rw [integral_Ioi_of_hasDerivAt_of_tendsto' hder (integrable_cutoff_sin hW t) hlim]
  simp only [neg_zero, zero_div, exp_zero, zero_mul, sin_zero, cos_zero]
  ring

/-- For `W > 0` the function `exp(-w/W)(1 - cos(wt))/w` is integrable over `w > 0`. -/
theorem integrable_dephasing {W : ℝ} (hW : 0 < W) (t : ℝ) :
    IntegrableOn (fun w : ℝ => exp (-w / W) * (1 - cos (w * t)) / w) (Ioi 0) := by
  have hm : Continuous fun w : ℝ => exp (-w / W) * (1 - cos (w * t)) := by fun_prop
  refine Integrable.mono' ((integrable_cutoff hW).const_mul |t|)
    (hm.measurable.div measurable_id).aestronglyMeasurable
    ((ae_restrict_iff' measurableSet_Ioi).mpr (ae_of_all _ fun w hw => ?_))
  have hw' : 0 < w := hw
  have he := (exp_pos (-w / W)).le
  -- the zero of 1 - cos cancels the infrared singularity
  have hb : 1 - cos (w * t) ≤ |w * t| := by
    rcases le_total |w * t| 2 with h | h
    · linarith [one_sub_sq_div_two_le_cos (x := w * t), abs_mul_abs_self (w * t),
        mul_le_mul_of_nonneg_left h (abs_nonneg (w * t))]
    · linarith [neg_one_le_cos (w * t)]
  rw [abs_mul, abs_of_pos hw'] at hb
  have h0 : 0 ≤ exp (-w / W) * (1 - cos (w * t)) / w :=
    div_nonneg (mul_nonneg he (sub_nonneg.mpr (cos_le_one _))) hw'.le
  show ‖exp (-w / W) * (1 - cos (w * t)) / w‖ ≤ |t| * exp (-w / W)
  rw [Real.norm_of_nonneg h0, div_le_iff₀ hw']
  linarith [mul_le_mul_of_nonneg_left hb he]

/-- For `W > 0` and every real `t`, the integral of `exp(-w/W)(1 - cos(wt))/w` over `w > 0`
equals `log(1 + W²t²)/2`. -/
theorem integral_dephasing {W : ℝ} (hW : 0 < W) (t : ℝ) :
    ∫ w in Ioi (0 : ℝ), exp (-w / W) * (1 - cos (w * t)) / w
      = log (1 + W ^ 2 * t ^ 2) / 2 := by
  have hpt : ∀ w ∈ Ioi (0 : ℝ), ∀ y ∈ (univ : Set ℝ), HasDerivAt
      (fun y : ℝ => exp (-w / W) * (1 - cos (w * y)) / w) (exp (-w / W) * sin (w * y)) y := by
    intro w hw y _
    have hk : w * w⁻¹ = 1 := mul_inv_cancel₀ (ne_of_gt hw)
    refine ((((((hasDerivAt_id' y).const_mul w).cos).const_sub 1).const_mul
      (exp (-w / W))).div_const w).congr_deriv ?_
    linear_combination exp (-w / W) * sin (w * y) * hk
  -- both sides have the same time derivative
  have hder : ∀ x : ℝ, HasDerivAt (fun x : ℝ =>
      (∫ w in Ioi (0 : ℝ), exp (-w / W) * (1 - cos (w * x)) / w)
        - log (1 + W ^ 2 * x ^ 2) / 2) 0 x := by
    intro x
    have hI := (hasDerivAt_integral_of_dominated_loc_of_deriv_le
      (μ := volume.restrict (Ioi (0 : ℝ))) (x₀ := x) (s := univ)
      (F := fun x w : ℝ => exp (-w / W) * (1 - cos (w * x)) / w)
      (F' := fun x w : ℝ => exp (-w / W) * sin (w * x))
      (bound := fun w : ℝ => exp (-w / W)) univ_mem
      (Eventually.of_forall fun y => (integrable_dephasing hW y).aestronglyMeasurable)
      (integrable_dephasing hW x) (integrable_cutoff_sin hW x).aestronglyMeasurable
      (ae_of_all _ fun w y _ => norm_damped _ (abs_sin_le_one _)) (integrable_cutoff hW)
      ((ae_restrict_iff' measurableSet_Ioi).mpr (ae_of_all _ hpt))).2
    rw [integral_cutoff_sin hW x] at hI
    have hsq : HasDerivAt (fun y : ℝ => y ^ 2) (2 * x) x := by
      simpa using hasDerivAt_pow 2 x
    have hD : 1 + W ^ 2 * x ^ 2 ≠ 0 := by positivity
    refine (hI.fun_sub ((((hsq.const_mul (W ^ 2)).const_add 1).log hD).div_const
      2)).congr_deriv ?_
    ring
  -- and both vanish at time zero
  have h := is_const_of_deriv_eq_zero (𝕜 := ℝ) (fun x => (hder x).differentiableAt)
    (fun x => (hder x).deriv) t 0
  simp only [mul_zero, cos_zero, sub_self, zero_div, integral_zero, ne_eq,
    OfNat.ofNat_ne_zero, not_false_eq_true, zero_pow, add_zero, log_one] at h
  linarith

/-- For the Ohmic spectral density `2αw exp(-w/W)` with `W > 0`, the zero-temperature coherence
factor `exp(-dephasingExponent)` at time `t` is `(1 + W²t²)^(-α)`. -/
theorem ohmic_coherence {W : ℝ} (hW : 0 < W) (α t : ℝ) :
    exp (-dephasingExponent (fun w => 2 * α * w * exp (-w / W)) t)
      = (1 + W ^ 2 * t ^ 2) ^ (-α) := by
  have hc : dephasingExponent (fun w => 2 * α * w * exp (-w / W)) t =
      ∫ w in Ioi (0 : ℝ), 2 * α * (exp (-w / W) * (1 - cos (w * t)) / w) := by
    refine setIntegral_congr_fun measurableSet_Ioi fun w hw => ?_
    have hk : w * w⁻¹ = 1 := mul_inv_cancel₀ (ne_of_gt hw)
    linear_combination (2 * α * exp (-w / W) * (1 - cos (w * t)) * w⁻¹) * hk
  rw [hc, integral_const_mul, integral_dephasing hW, rpow_def_of_pos (by positivity)]
  congr 1
  ring

end

end IndependentBoson
```

```lean
#print axioms IndependentBoson.ohmic_coherence
-- 'IndependentBoson.ohmic_coherence' depends on axioms: [propext, Classical.choice, Quot.sound]
```

### What the theorems say about the bath

`dephasingExponent J t` is $\Gamma(t)$ for a spectral density `J`, with `Ioi 0` the frequencies $w>0$. The letter `W` is the cutoff usually written $\omega_c$, and `α` is the dimensionless coupling, not a coherent-state amplitude. Some texts put a factor $\pi$ into $J$; here there is none.

- `integrable_dephasing` says that the integrand of $I(t)$ is integrable for $W>0$ and every real $t$. This matters because Lean assigns the value zero to the integral of a non-integrable function.
- `integral_dephasing` gives the value $\tfrac12\log(1+W^2t^2)$, with the natural logarithm.
- `ohmic_coherence` inserts the Ohmic density and obtains $(1+W^2t^2)^{-\alpha}$ as a real power.

The condition $W>0$ stands for a finite bandwidth: the spectral density is exponentially small at frequencies well above $W$. The theorem allows any real $\alpha$, while a physical spectral density needs $\alpha\ge0$.

The step from the Hamiltonian to the exponent, through coherent-state overlaps and a continuum of modes, is the physical input to the definition. For a spin without tunnelling and a bath initially in its vacuum, the formula gives a reference curve for numerical open-system dynamics.

### How Lean obtains the logarithm

`norm_damped` states that multiplying an exponential by a factor of modulus at most one does not enlarge it. With `integrable_cutoff`, it yields `integrable_cutoff_sin` and later the bound on the time derivative.

In `integral_cutoff_sin`, `hder` checks the antiderivative $A$, while `hs` and `hc` show that its two terms vanish at high frequency. The fundamental theorem on a half-line then leaves $-A(0)$.

`integrable_dephasing` proves $1-\cos x\le|x|$ by the same split at $|x|=2$, then compares the integrand with $|t|e^{-w/W}$.

In `integral_dephasing`, `hpt` differentiates the integrand in time at fixed $w$. The dominated-differentiation theorem moves this derivative outside the integral, and `hder` shows that $I(t)-\tfrac12\log(1+W^2t^2)$ has derivative zero. The difference is therefore constant, and comparison with time zero fixes the constant.

Finally, `ohmic_coherence` cancels one power of $w$, takes out $2\alpha$, and writes the real power on the right as the exponential of a logarithm, so that the two exponents can be compared.

### Short times, long times and a finite bath

At $t=0$ or $\alpha=0$ the factor is 1. When both $W|t|$ and $\alpha W^2t^2$ are small, it is approximately $1-\alpha W^2t^2$; for $W|t|\gg1$ it approaches $(W|t|)^{-2\alpha}$. The instantaneous rate $\Gamma'(t)$ then falls as $2\alpha/t$ for positive $t$, which reconciles the vanishing golden-rule rate with complete loss of coherence.

A different model would start from finitely many oscillators and prove the overlap formula itself. The exponent would then be a finite sum of terms $g_k^2(1-\cos w_kt)/w_k^2$, and the coherence would return arbitrarily close to 1 at later times. Reaching the power law would require a separate continuum limit.
